# A uniform N-point mesh averages √(1 + y cos t) to within 2|y|^N when |y| ≤ 1

Take a mode band with frequency $\sqrt{1+y\cos t}$, where $t$ is the wavevector and $y$ the relative modulation of the squared frequency. Sample it at the two points $t=0,\pi$. In

$$\sqrt{1+y\cos t}=1+\tfrac y2\cos t-\tfrac{y^2}8\cos^2t+\cdots$$

the linear term cancels between the points, just as it does in the zone average. The first discrepancy comes from $\cos^2t$, whose mean is 1 on the mesh and $\tfrac12$ over the zone, so the error is $-y^2/16$ to leading order. With $N$ equally spaced points, every power below $\cos^N t$ is averaged correctly, and the error is at most $2|y|^N$.

For $y=0.6$ the two-point mean is $(\sqrt{1.6}+\sqrt{0.4})/2\approx0.9487$. Four points give $(\sqrt{1.6}+\sqrt{0.4}+2)/4\approx0.9743$, and the zone average is about $0.9752$. The errors, about $0.027$ and $0.0009$, lie well inside the bounds $0.72$ and $0.26$.

## N ≥ 1, with any mesh offset

```lean
import Mathlib

open Real Finset

namespace PlasmonMesh

noncomputable section
```

The mesh points are $t_k=\theta+2\pi k/N$ for $k=0,\dots,N-1$. The offset $\theta$ is unrestricted, so centred and shifted meshes are both included.

```lean
/-- Average of `f` over the uniform mesh of `N ≥ 1` wavevectors `θ + 2πk/N`, with offset `θ`. -/
def meshMean (N : ℕ) (θ : ℝ) (f : ℝ → ℝ) : ℝ :=
  (∑ k ∈ range N, f (θ + 2 * π * k / N)) / N

/-- Average of `f` over the whole Brillouin zone `[0, 2π]`. -/
def zoneMean (f : ℝ → ℝ) : ℝ := (∫ t in (0 : ℝ)..(2 * π), f t) / (2 * π)

/-- Mesh average minus zone average, for a mesh of `N ≥ 1` points. -/
def meshError (N : ℕ) (θ : ℝ) (f : ℝ → ℝ) : ℝ := meshMean N θ f - zoneMean f
```

Physically, $N\ge1$ says that there is a mesh to average over. By hand it permits division by $N$: if $|f|\le\varepsilon$, both means are at most $\varepsilon$ in size, and their difference is at most $2\varepsilon$. `abs_meshError_le` does this with the triangle inequality for the sum and a norm bound for the integral. Linearity lets the Taylor polynomial and its remainder be treated separately.

```lean
/-- The mesh error is linear on continuous functions of the wavevector. -/
theorem meshError_linear (N : ℕ) (θ : ℝ) {f g : ℝ → ℝ} (hf : Continuous f)
    (hg : Continuous g) (a b : ℝ) :
    meshError N θ (fun t => a * f t + b * g t) = a * meshError N θ f + b * meshError N θ g := by
  have h1 : IntervalIntegrable (fun t => a * f t) MeasureTheory.volume 0 (2 * π) :=
    (by fun_prop : Continuous fun t => a * f t).intervalIntegrable _ _
  have h2 : IntervalIntegrable (fun t => b * g t) MeasureTheory.volume 0 (2 * π) :=
    (by fun_prop : Continuous fun t => b * g t).intervalIntegrable _ _
  simp only [meshError, meshMean, zoneMean]
  rw [intervalIntegral.integral_add h1 h2, intervalIntegral.integral_const_mul,
    intervalIntegral.integral_const_mul, sum_add_distrib, ← mul_sum, ← mul_sum]
  ring

/-- A function bounded by `ε` has mesh error at most `2ε` on a mesh of `N ≥ 1` points. -/
theorem abs_meshError_le {N : ℕ} (hN : 1 ≤ N) (θ : ℝ) {f : ℝ → ℝ} {ε : ℝ}
    (h : ∀ t, |f t| ≤ ε) : |meshError N θ f| ≤ 2 * ε := by
  have hN' : (0 : ℝ) < N := by exact_mod_cast hN
  have h1 : |meshMean N θ f| ≤ ε := by
    rw [meshMean, abs_div, abs_of_pos hN', div_le_iff₀ hN']
    calc _ ≤ ∑ k ∈ range N, |f (θ + 2 * π * k / N)| := abs_sum_le_sum_abs _ _
      _ ≤ ∑ _k ∈ range N, ε := sum_le_sum fun k _ => h _
      _ = ε * N := by simp [mul_comm]
  have h2 : |zoneMean f| ≤ ε := by
    have hi := intervalIntegral.norm_integral_le_of_norm_le_const (a := 0) (b := 2 * π)
      (f := f) (C := ε) (fun t _ => by rw [Real.norm_eq_abs]; exact h t)
    rw [Real.norm_eq_abs, sub_zero, abs_of_pos two_pi_pos] at hi
    rw [zoneMean, abs_div, abs_of_pos two_pi_pos, div_le_iff₀ two_pi_pos]
    exact hi
  obtain ⟨a1, a2⟩ := abs_le.mp h1
  obtain ⟨b1, b2⟩ := abs_le.mp h2
  exact abs_le.mpr ⟨by rw [meshError]; linarith, by rw [meshError]; linarith⟩
```

## One harmonic in the squared frequency

The form $1+y\cos t$ describes coupling between neighbouring cells only. Its $n$-th power contains no harmonic above $n$, and a mesh averages $\cos(mt)$ exactly for $|m|<N$. For $m=0$ both means are 1. Otherwise the integral vanishes, and with $\alpha=\pi m/N$,

$$2\sin\alpha\,\cos(mt_k)=\sin(mt_k+\alpha)-\sin(mt_k-\alpha).$$

The sum over $k$ telescopes to zero because its ends differ by $2\pi m$, and $\sin\alpha\ne0$ because $0<|\alpha|<\pi$. In Lean, `key` is this identity and `hend` compares the ends.

```lean
/-- A mesh of `N` points averages every harmonic `cos (m t)` with `|m| < N` exactly. -/
theorem meshError_harmonic {N : ℕ} {m : ℤ} (θ : ℝ) (h1 : m < N) (h2 : -m < N) :
    meshError N θ (fun t => cos (m * t)) = 0 := by
  have hN : (0 : ℝ) < N := by
    have : 0 < N := by omega
    exact_mod_cast this
  rcases eq_or_ne m 0 with rfl | h0
  · have e1 : meshMean N θ (fun t => cos (((0 : ℤ) : ℝ) * t)) = 1 := by
      simp [meshMean, hN.ne']
    have e2 : zoneMean (fun t => cos (((0 : ℤ) : ℝ) * t)) = 1 := by
      simp [zoneMean, pi_ne_zero]
    rw [meshError, e1, e2, sub_self]
  have hm : (m : ℝ) ≠ 0 := by exact_mod_cast h0
  have hs : sin (π * m / N) ≠ 0 := by
    have r1 : (m : ℝ) < N := by exact_mod_cast h1
    have r2 : -(m : ℝ) < N := by exact_mod_cast h2
    have hl : -π < π * m / N := by rw [lt_div_iff₀ hN]; nlinarith [pi_pos]
    have hr : π * m / N < π := by rw [div_lt_iff₀ hN]; nlinarith [pi_pos]
    rw [Ne, sin_eq_zero_iff_of_lt_of_lt hl hr]
    exact div_ne_zero (mul_ne_zero pi_ne_zero hm) hN.ne'
  -- the mesh sum telescopes after multiplication by `2 sin (π m / N)`
  have hsum : ∑ k ∈ range N, cos (m * (θ + 2 * π * k / N)) = 0 := by
    have key : ∀ k : ℕ, 2 * sin (π * m / N) * cos (m * (θ + 2 * π * k / N)) =
        sin (m * θ + (2 * ((k + 1 : ℕ) : ℝ) - 1) * (π * m / N)) -
        sin (m * θ + (2 * (k : ℝ) - 1) * (π * m / N)) := by
      intro k
      have e1 : m * θ + (2 * ((k + 1 : ℕ) : ℝ) - 1) * (π * m / N) =
          m * (θ + 2 * π * k / N) + π * m / N := by push_cast; ring
      have e2 : m * θ + (2 * (k : ℝ) - 1) * (π * m / N) =
          m * (θ + 2 * π * k / N) - π * m / N := by ring
      rw [e1, e2, sin_add, sin_sub]
      ring
    have hend : m * θ + (2 * (N : ℝ) - 1) * (π * m / N) =
        (m * θ + (2 * ((0 : ℕ) : ℝ) - 1) * (π * m / N)) + m * (2 * π) := by
      have : (N : ℝ) * (π * m / N) = π * m := mul_div_cancel₀ _ hN.ne' 
      push_cast
      linear_combination 2 * this
    apply mul_left_cancel₀ (mul_ne_zero two_ne_zero hs)
    rw [mul_sum, sum_congr rfl (fun k _ => key k),
      sum_range_sub (fun k : ℕ => sin (m * θ + (2 * (k : ℝ) - 1) * (π * m / N))) N,
      hend, sin_add_int_mul_two_pi, sub_self, mul_zero]
  have hint : ∫ t in (0 : ℝ)..(2 * π), cos (m * t) = 0 := by
    have hd : ∀ t : ℝ, HasDerivAt (fun t : ℝ => sin (m * t) / m) (cos (m * t)) t := by
      intro t
      have h := (((hasDerivAt_id t).const_mul (m : ℝ)).sin).div_const (m : ℝ)
      refine h.congr_deriv ?_
      simp only [id_eq, mul_one]
      exact mul_div_cancel_right₀ _ hm
    have hc : Continuous fun t : ℝ => cos (m * t) := by fun_prop
    rw [intervalIntegral.integral_eq_sub_of_hasDerivAt (fun t _ => hd t)
      (hc.intervalIntegrable _ _)]
    have := sin_add_int_mul_two_pi 0 m
    rw [zero_add] at this
    rw [this, mul_zero, sub_self]
  simp only [meshError, meshMean, zoneMean]
  rw [hsum, hint, zero_div, zero_div, sub_self]
```

Powers follow by induction on $n$ from

$$\cos^{n+1}t\,\cos mt=\tfrac12\cos^nt\,[\cos(m+1)t+\cos(m-1)t].$$

```lean
/-- If `n + |m| < N`, a mesh of `N` points averages `cosⁿ t cos (m t)` without error. -/
theorem meshError_cos_pow_mul (N : ℕ) (θ : ℝ) (n : ℕ) : ∀ m : ℤ, n + m < N → n - m < N →
    meshError N θ (fun t => cos t ^ n * cos (m * t)) = 0 := by
  induction n with
  | zero =>
    intro m h1 h2
    simp only [pow_zero, one_mul]
    exact meshError_harmonic θ (by omega) (by omega)
  | succ n ih =>
    intro m h1 h2
    -- product-to-sum formula
    have e : (fun t : ℝ => cos t ^ (n + 1) * cos (m * t)) = fun t =>
        1 / 2 * (cos t ^ n * cos (((m + 1 : ℤ) : ℝ) * t)) +
        1 / 2 * (cos t ^ n * cos (((m - 1 : ℤ) : ℝ) * t)) := by
      funext t
      have a1 : ((m + 1 : ℤ) : ℝ) * t = m * t + t := by push_cast; ring
      have a2 : ((m - 1 : ℤ) : ℝ) * t = m * t - t := by push_cast; ring
      rw [a1, a2, cos_add, cos_sub]
      ring
    rw [e, meshError_linear, ih (m + 1) (by omega) (by omega), ih (m - 1) (by omega) (by omega)]
    · norm_num
    · fun_prop
    · fun_prop
```

With second-neighbour coupling, $\sqrt{1+y\cos2t}$, the bound fails. At $N=2$, $\theta=0$ both points give $\sqrt{1+y}$, an error of about $y/2$, which exceeds $2y^2$ for small positive $y$.

## |y| ≤ 1: no imaginary frequencies

This condition keeps the squared frequency non-negative. The band is gapped for $|y|<1$, and only then does the bound decay exponentially; at $|y|=1$ it is the constant 2.

By hand, the condition makes the Taylor series converge. Let $C_n$ be the Catalan numbers and $c_n=C_n/(2\cdot4^n)$.

```lean
/-- Taylor coefficients of `1 - √(1 - u)`: the coefficient of `u ^ (n + 1)`. -/
def sqrtCoeff (n : ℕ) : ℝ := catalan n / (2 * 4 ^ n)
```

Since $(M+1)C_M=\binom{2M}{M}$ and $\binom{2M+2}{M+1}=2(2M+1)C_M$,

$$\binom{2M}{M}4^{-M}-\binom{2M+2}{M+1}4^{-M-1}=c_M.$$

Hence $\sum_{n<M}c_n=1-\binom{2M}{M}4^{-M}\le1$.

```lean
/-- The partial sums of the Taylor coefficients fall short of one by a central binomial ratio. -/
theorem sum_sqrtCoeff (M : ℕ) :
    ∑ n ∈ range M, sqrtCoeff n = 1 - (Nat.centralBinom M : ℝ) / 4 ^ M := by
  induction M with
  | zero => simp
  | succ M ih =>
    have h1 : ((M : ℝ) + 1) * catalan M = Nat.centralBinom M := by
      exact_mod_cast succ_mul_catalan_eq_centralBinom M
    have h2 : ((M : ℝ) + 1) * Nat.centralBinom (M + 1) =
        2 * (2 * M + 1) * Nat.centralBinom M := by
      exact_mod_cast Nat.succ_mul_centralBinom_succ M
    have h3 : (Nat.centralBinom (M + 1) : ℝ) = 2 * (2 * M + 1) * catalan M := by
      apply mul_left_cancel₀ (by positivity : (M : ℝ) + 1 ≠ 0)
      rw [h2, ← h1]
      ring
    rw [sum_range_succ, ih, h3, ← h1, sqrtCoeff, pow_succ]
    ring
```

For $|u|\le1$ the series $G=\sum_n c_nu^n$ therefore converges absolutely, with $|G|\le1$. The Catalan recursion $C_{n+1}=\sum_{i+j=n}C_iC_j$ gives $G=\tfrac12+\tfrac u2G^2$, so $(1-uG)^2=1-u$. As $|uG|\le1$, the non-negative root is $\sqrt{1-u}=1-uG$. Cutting $G$ after $M$ terms leaves

$$\Big|u\sum_{n\ge M}c_nu^n\Big|\le|u|^{M+1}.$$

In the proof, `tail` is the remainder estimate, `hrec` the recursion, `hq` the quadratic equation and `hsq` the choice of root.

```lean
/-- For `|u| ≤ 1` the Taylor polynomial of `√(1 - u)` of degree `M` errs by at most
`|u| ^ (M + 1)`. -/
theorem sqrt_taylor {u : ℝ} (hu : |u| ≤ 1) (M : ℕ) :
    |√(1 - u) - (1 - ∑ n ∈ range M, sqrtCoeff n * u ^ (n + 1))| ≤ |u| ^ (M + 1) := by
  have hc : ∀ n, 0 ≤ sqrtCoeff n := fun n => by unfold sqrtCoeff; positivity
  have hle : ∀ K, ∑ n ∈ range K, sqrtCoeff n ≤ 1 := fun K => by
    have : (0 : ℝ) ≤ (Nat.centralBinom K : ℝ) / 4 ^ K := by positivity
    rw [sum_sqrtCoeff]
    linarith
  have hw : Summable sqrtCoeff := summable_of_sum_range_le hc hle
  have hw1 : ∑' n, sqrtCoeff n ≤ 1 := Real.tsum_le_of_sum_range_le hc hle
  obtain ⟨a, had⟩ : ∃ a : ℕ → ℝ, ∀ n, a n = sqrtCoeff n * u ^ n := ⟨_, fun _ => rfl⟩
  have hna : Summable fun n => ‖a n‖ := by
    refine Summable.of_nonneg_of_le (fun _ => norm_nonneg _) (fun n => ?_) hw
    rw [had, Real.norm_eq_abs, abs_mul, abs_of_nonneg (hc n), abs_pow]
    exact mul_le_of_le_one_right (hc n) (pow_le_one₀ (abs_nonneg u) hu)
  have hsa : Summable a := hna.of_norm
  have tail : ∀ K, |∑' n, a n - ∑ n ∈ range K, a n| ≤ |u| ^ K := by
    intro K
    have h1 := hsa.sum_add_tsum_nat_add K
    have h2 := hw.sum_add_tsum_nat_add K
    have h3 : 0 ≤ ∑ n ∈ range K, sqrtCoeff n := sum_nonneg fun n _ => hc n
    have hs : Summable fun n => sqrtCoeff (n + K) := (summable_nat_add_iff K).mpr hw
    have hb : ∀ n, ‖a (n + K)‖ ≤ |u| ^ K * sqrtCoeff (n + K) := by
      intro n
      rw [had, Real.norm_eq_abs, abs_mul, abs_of_nonneg (hc _), abs_pow, pow_add, mul_comm]
      exact mul_le_mul_of_nonneg_right (mul_le_of_le_one_left (by positivity)
        (pow_le_one₀ (abs_nonneg u) hu)) (hc _)
    have h4 := tsum_of_norm_bounded (hs.hasSum.mul_left (|u| ^ K)) hb
    have h5 : ∑' n, a n - ∑ n ∈ range K, a n = ∑' n, a (n + K) := by linarith
    rw [h5]
    exact h4.trans (mul_le_of_le_one_right (by positivity) (by linarith))
  -- the Catalan convolution gives a quadratic equation for the series
  have hrec : ∀ n, a (n + 1) = u / 2 * ∑ p ∈ antidiagonal n, a p.1 * a p.2 := by
    intro n
    simp only [had, sqrtCoeff]
    rw [catalan_succ']
    push_cast
    rw [mul_sum, sum_div, sum_mul]
    refine sum_congr rfl fun p hp => ?_
    rw [← mem_antidiagonal.mp hp]
    ring
  have hq := hsa.tsum_eq_zero_add
  have ha0 : a 0 = 1 / 2 := by simp [had, sqrtCoeff]
  rw [tsum_congr hrec, tsum_mul_left,
    ← tsum_mul_tsum_eq_tsum_sum_antidiagonal_of_summable_norm hna hna, ha0] at hq
  have hG : |∑' n, a n| ≤ 1 := by simpa using tail 0
  have huG : |u * ∑' n, a n| ≤ 1 := by
    rw [abs_mul]
    exact mul_le_one₀ hu (abs_nonneg _) hG
  have hsq : √(1 - u) = 1 - u * ∑' n, a n := by
    have e : 1 - u = (1 - u * ∑' n, a n) ^ 2 := by linear_combination (2 * u) * hq
    rw [e, Real.sqrt_sq (by linarith [(abs_le.mp huG).2])]
  have hs : ∑ n ∈ range M, sqrtCoeff n * u ^ (n + 1) = u * ∑ n ∈ range M, a n := by
    rw [mul_sum]
    refine sum_congr rfl fun n _ => ?_
    rw [had]
    ring
  have e : 1 - u * ∑' n, a n - (1 - u * ∑ n ∈ range M, a n) =
      -(u * (∑' n, a n - ∑ n ∈ range M, a n)) := by ring
  rw [hsq, hs, e, abs_neg, abs_mul, pow_succ']
  exact mul_le_mul_of_nonneg_left (tail M) (abs_nonneg u)

/-- If `n < N`, a mesh of `N` points averages `cosⁿ t` without error. -/
theorem meshError_cos_pow {N n : ℕ} (θ : ℝ) (h : n < N) :
    meshError N θ (fun t => cos t ^ n) = 0 := by
  simpa using meshError_cos_pow_mul N θ n 0 (by omega) (by omega)
```

Now put $u=-y\cos t$ and $M=N-1$. The polynomial has degree $N-1$ in $\cos t$ and no mesh error (`hP`). The remainder is at most $|y|^N$ everywhere, so its mesh error is at most $2|y|^N$ (`hb`).

```lean
/-- For `|y| ≤ 1` and `N ≥ 1`, the average of the mode frequency `√(1 + y cos t)` over a mesh
of `N` points with any offset differs from its zone average by at most `2 |y| ^ N`. -/
theorem zeroPoint_mesh_convergence {y : ℝ} (hy : |y| ≤ 1) {N : ℕ} (hN : 1 ≤ N) (θ : ℝ) :
    |meshMean N θ (fun t => √(1 + y * cos t)) - zoneMean (fun t => √(1 + y * cos t))|
      ≤ 2 * |y| ^ N := by
  obtain ⟨M, rfl⟩ : ∃ M, N = M + 1 := ⟨N - 1, by omega⟩
  -- the Taylor polynomial of degree `N - 1` has no mesh error
  have hP : ∀ K, K < M + 1 → meshError (M + 1) θ
      (fun t => 1 - ∑ n ∈ range K, sqrtCoeff n * (-y * cos t) ^ (n + 1)) = 0 := by
    intro K
    induction K with
    | zero => intro hK; simpa using meshError_cos_pow θ hK
    | succ K ih =>
      intro hK
      have e : (fun t => 1 - ∑ n ∈ range (K + 1), sqrtCoeff n * (-y * cos t) ^ (n + 1)) =
          fun t => 1 * (1 - ∑ n ∈ range K, sqrtCoeff n * (-y * cos t) ^ (n + 1)) +
            (-(sqrtCoeff K * (-y) ^ (K + 1))) * cos t ^ (K + 1) := by
        funext t
        rw [sum_range_succ, mul_pow (-y) (cos t) (K + 1)]
        ring
      rw [e, meshError_linear, ih (by omega), meshError_cos_pow θ hK]
      · simp
      · fun_prop
      · fun_prop
  -- the remainder is uniformly small
  have hb : |meshError (M + 1) θ (fun t => 1 * √(1 + y * cos t) +
      (-1) * (1 - ∑ n ∈ range M, sqrtCoeff n * (-y * cos t) ^ (n + 1)))|
      ≤ 2 * |y| ^ (M + 1) := by
    refine abs_meshError_le hN θ fun t => ?_
    have hu : |-y * cos t| ≤ |y| := by
      rw [abs_mul, abs_neg]
      exact mul_le_of_le_one_right (abs_nonneg y) (abs_cos_le_one t)
    have h := sqrt_taylor (hu.trans hy) M
    have e1 : 1 - -y * cos t = 1 + y * cos t := by ring
    rw [e1] at h
    rw [one_mul, neg_one_mul, ← sub_eq_add_neg]
    exact h.trans (pow_le_pow_left₀ (abs_nonneg _) hu _)
  rw [meshError_linear, hP M (by omega), one_mul, mul_zero, add_zero] at hb
  · exact hb
  · fun_prop
  · fun_prop
```

In units where the unmodulated frequency is 1, the zero-point energy per cell is $\hbar/2$ times this mean, so its error is at most $\hbar|y|^N$.

For $|y|>1$ some modes are unstable. Lean's `√` returns 0 there, and the inequality would say nothing about the physical energy.

## Δ > 0, 2|K| ≤ Δ and N ≥ 2 in the plasmon formula

Here the RPA matrices are single numbers at each wavevector, postulated as $A=\Delta+K\cos t$ and $B=K\cos t$. $\Delta$ is a bare excitation energy and $K=2V$, where $V$ is the coupling between two neighbouring cells: the neighbours on either side together contribute $Ve^{it}+Ve^{-it}=K\cos t$. Then

$$\Omega=\sqrt{A^2-B^2}=\Delta\sqrt{1+y\cos t},\qquad y=2K/\Delta.$$

```lean
/-- RPA frequency `√(A² - B²)` of a band with `A = Δ + K cos t` and `B = K cos t`,
for `Δ > 0` and `2 |K| ≤ Δ`. -/
def rpaFrequency (Δ K t : ℝ) : ℝ := √((Δ + K * cos t) ^ 2 - (K * cos t) ^ 2)

/-- Plasmon-formula correlation energy at wavevector `t`: half the difference between the RPA
frequency and `A = Δ + K cos t`, for `Δ > 0` and `2 |K| ≤ Δ`. -/
def plasmonEnergy (Δ K t : ℝ) : ℝ := (rpaFrequency Δ K t - (Δ + K * cos t)) / 2
```

Positivity of $\Delta$ lets it leave the root, and $2|K|\le\Delta$ means $|y|\le1$, so that no RPA frequency is imaginary. The proof uses $N\ge2$ to average the $\cos t$ in $A$ exactly. What remains is $\Delta/2$ times the previous error, hence at most $\Delta|2K/\Delta|^N$.

```lean
/-- For `Δ > 0`, `2 |K| ≤ Δ` and `N ≥ 2`, the plasmon-formula correlation energy per cell on a
mesh of `N` points differs from its zone average by at most `Δ |2K/Δ| ^ N`. -/
theorem plasmonEnergy_mesh_convergence {Δ K : ℝ} (hΔ : 0 < Δ) (hK : 2 * |K| ≤ Δ) {N : ℕ}
    (hN : 2 ≤ N) (θ : ℝ) :
    |meshMean N θ (plasmonEnergy Δ K) - zoneMean (plasmonEnergy Δ K)|
      ≤ Δ * |2 * K / Δ| ^ N := by
  have hy : |2 * K / Δ| ≤ 1 := by
    rw [abs_div, abs_of_pos hΔ, div_le_one hΔ, abs_mul, abs_two]
    exact hK
  have e : plasmonEnergy Δ K = fun t => Δ / 2 * √(1 + 2 * K / Δ * cos t) +
      (-1 / 2) * (Δ * cos t ^ 0 + K * cos t ^ 1) := by
    funext t
    have h : Δ * (2 * K / Δ) = 2 * K := mul_div_cancel₀ _ hΔ.ne'
    have h2 : (Δ + K * cos t) ^ 2 - (K * cos t) ^ 2 = Δ ^ 2 * (1 + 2 * K / Δ * cos t) := by
      linear_combination (-Δ * cos t) * h
    rw [plasmonEnergy, rpaFrequency, h2, Real.sqrt_mul (sq_nonneg Δ), Real.sqrt_sq hΔ.le]
    ring
  have hb : |meshError N θ (fun t => √(1 + 2 * K / Δ * cos t))| ≤ 2 * |2 * K / Δ| ^ N :=
    zeroPoint_mesh_convergence hy (by omega) θ
  change |meshError N θ (plasmonEnergy Δ K)| ≤ _
  -- the part linear in `cos t` is averaged exactly
  rw [e, meshError_linear, meshError_linear, meshError_cos_pow θ (by omega : 0 < N),
    meshError_cos_pow θ (by omega : 1 < N)]
  · simp only [mul_zero, add_zero]
    rw [abs_mul, abs_of_pos (half_pos hΔ)]
    have := mul_le_mul_of_nonneg_left hb (half_pos hΔ).le
    linarith
  all_goals fun_prop

end

end PlasmonMesh
```

```lean
#print axioms PlasmonMesh.zeroPoint_mesh_convergence
#print axioms PlasmonMesh.plasmonEnergy_mesh_convergence
```

```
'PlasmonMesh.zeroPoint_mesh_convergence' depends on axioms: [propext, Classical.choice, Quot.sound]
'PlasmonMesh.plasmonEnergy_mesh_convergence' depends on axioms: [propext, Classical.choice, Quot.sound]
```

At $N=1$ that step is lost, but a separate estimate gives the same inequality: the energy equals $-\tfrac\Delta4(1-\sqrt{1+y\cos t})^2$, which lies between $-\Delta y^2/4$ and 0.

A calculation for this model band evaluates $A$, $B$ and $\Omega$ at each mesh wavevector, adds up $(\Omega-A)/2$ and divides by $N$. For $0<|y|<1$ and a tolerance $0<\varepsilon<\Delta$, any $N\ge2$ with $N\ge\ln(\Delta/\varepsilon)/\ln(1/|y|)$ suffices. This sufficient N grows without limit as $|y|\to1$ at fixed $\varepsilon/\Delta$; since the bound is loose, a smaller mesh may already meet the tolerance.
